# No Dipole Matrix Generates the Velocity of Free Hopping on a Ring of Three or More Sites

A uniform electric field applied to a molecule can enter a real-time density functional calculation through the dipole operator, and the current then follows from the time derivative of the dipole. For a crystal in a periodic cell, the position coordinate jumps at the cell boundary. Can some other matrix, respecting the periodic boundary conditions, take over the role of position and still generate the velocity?

The simplest test is a single electron hopping on a lattice without a potential. Let $\psi_j$ be its amplitude on site $j$, with lattice spacing, hopping strength and $\hbar$ set to one. The kinetic and velocity operators are

$$(T\psi)_j=-\psi_{j+1}-\psi_{j-1},\qquad (V\psi)_j=-\mathrm i(\psi_{j+1}-\psi_{j-1}).$$

On a plane wave $e^{\mathrm i kj}$ they take the values $-2\cos k$ and $2\sin k$, so $V$ is the band velocity. By the Heisenberg equation, a position operator $X$ should satisfy $\mathrm i[T,X]=V$, where $[T,X]=TX-XT$. On an open chain $X=\mathrm{diag}(j)$ does so. On a ring of $N\ge 3$ sites no matrix does, and for every $X$

$$\|V-\mathrm i[T,X]\|^2=2N+\|\mathrm i[T,X]\|^2,$$

where $\|A\|^2=\sum_{ij}|A_{ij}|^2$ is the squared Frobenius norm. The closest approach to $V$ is therefore a generated velocity of zero.

## The trace argument on the ring

Let $S$ be the forward shift, $(S\psi)_j=\psi_{j+1}$, with entries $S_{ij}=1$ if $j=i+1$ and $0$ otherwise. Then $T=-(S+S^{\mathsf T})$ and $V=-\mathrm i(S-S^{\mathsf T})$. On the ring, a step forward and a step back cancel in either order, so $SS^{\mathsf T}=S^{\mathsf T}S=1$ and $T$ commutes with $V$.

Write $W=\mathrm i[T,X]$. Cyclicity of the trace gives

$$\mathrm{tr}(VW)=\mathrm i\,\mathrm{tr}(VTX-VXT)=\mathrm i\,\mathrm{tr}\big((VT-TV)X\big)=0.$$

The norm of $V$ comes from

$$V^2=-(S-S^{\mathsf T})^2=2-S^2-(S^{\mathsf T})^2.$$

A diagonal entry of $S^2$ is $S_{i,i+1}S_{i+1,i}$, which is nonzero only if $i=i+2$ modulo $N$. For $N\ge3$ this never happens, so $\mathrm{tr}\,V^2=2N$.

Since $V$ is Hermitian, $\mathrm{tr}(W^\dagger V)$ is the complex conjugate of $\mathrm{tr}(VW)$ and also vanishes. Hence

$$\|V-W\|^2=\mathrm{tr}\,V^2-\mathrm{tr}(VW)-\mathrm{tr}(W^\dagger V)+\|W\|^2=2N+\|W\|^2.$$

If $W$ were equal to $V$, the left side would be zero and the right side at least $2N$.

## The open chain and local dipoles

For a diagonal $X$ with entries $x_j$, we have $[S,X]_{ij}=S_{ij}(x_j-x_i)$. On the open chain with $x_j=j$ this is $[S,X]=S$, and likewise $[S^{\mathsf T},X]=-S^{\mathsf T}$. Therefore $\mathrm i[T,X]=-\mathrm i(S-S^{\mathsf T})=V$.

Now return to the ring and add an arbitrary on-site potential $\mathrm{diag}(v)$ to $T$. It commutes with a diagonal $X$ and drops out. For $N\ge3$, the $(j,j+1)$ entry of the desired equation reads $-\mathrm i(x_{j+1}-x_j)=-\mathrm i$, so $x$ must rise by one on every bond. Summing around the ring gives $0=N$, a contradiction.

## Operators and boundary conditions in Lean

```lean
import Mathlib

open Matrix

namespace PeriodicDipole

noncomputable section
```

The kinetic and velocity operators are defined for any shift matrix, so the same formulas serve both geometries.

```lean
/-- The kinetic (hopping) operator `T = -(S + Sᵀ)` built from a forward shift `S`. -/
def kinetic {n : Type*} (S : Matrix n n ℂ) : Matrix n n ℂ := -(S + Sᵀ)

/-- The velocity operator `V = -i (S - Sᵀ)` built from a forward shift `S`. -/
def velocity {n : Type*} (S : Matrix n n ℂ) : Matrix n n ℂ := (-Complex.I) • (S - Sᵀ)
```

This form of `velocity` is a definition, standing for the band velocity of nearest-neighbour hopping; it is not derived from a coupling to a field.

```lean
/-- The velocity `i (H X - X H)` that a dipole matrix `X` generates under the Hamiltonian `H`. -/
def dipoleVelocity {n : Type*} [Fintype n] (H X : Matrix n n ℂ) : Matrix n n ℂ :=
  Complex.I • (H * X - X * H)
```

`dipoleVelocity H X` is $\mathrm i[H,X]$. The matrix `X` may have any complex entries and need not be Hermitian, which makes the negative results stronger.

The boundary condition enters only through the shift. Ring sites have type `ZMod N`, where addition wraps around. Chain sites have type `Fin n`, numbered from $0$ to $n-1$, and the comparison of natural numbers in `chainShift` prevents wrapping.

```lean
/-- The forward shift on a ring of `N` sites, `(S ψ)_j = ψ_(j+1)` with indices modulo `N`. -/
def ringShift (N : ℕ) : Matrix (ZMod N) (ZMod N) ℂ :=
  Matrix.of fun i j => if j = i + 1 then 1 else 0

/-- The forward shift on an open chain of `n` sites; nothing hops past the last site. -/
def chainShift (n : ℕ) : Matrix (Fin n) (Fin n) ℂ :=
  Matrix.of fun i j => if (j : ℕ) = (i : ℕ) + 1 then 1 else 0

/-- The squared Frobenius norm of a matrix, the sum of the squared moduli of its entries. -/
def frobSq {n : Type*} [Fintype n] (A : Matrix n n ℂ) : ℝ :=
  ∑ i, ∑ j, Complex.normSq (A i j)
```

The first theorem confirms that the ring matrices act on a wavefunction by the difference formulas above. Its proof evaluates $S\psi$ and $S^{\mathsf T}\psi$ at site $j$ and combines them.

```lean
/-- On the ring, `(T ψ)_j = -ψ_(j+1) - ψ_(j-1)` and `(V ψ)_j = -i (ψ_(j+1) - ψ_(j-1))`. -/
theorem ring_action {N : ℕ} [NeZero N] (ψ : ZMod N → ℂ) (j : ZMod N) :
    (kinetic (ringShift N) *ᵥ ψ) j = -ψ (j + 1) - ψ (j - 1) ∧
    (velocity (ringShift N) *ᵥ ψ) j = -Complex.I * (ψ (j + 1) - ψ (j - 1)) := by
  have h1 : (ringShift N *ᵥ ψ) j = ψ (j + 1) := by
    simp [ringShift, Matrix.mulVec, dotProduct]
  have h2 : ((ringShift N)ᵀ *ᵥ ψ) j = ψ (j - 1) := by
    have h (k : ZMod N) : (j = k + 1) ↔ (k = j - 1) := by
      rw [eq_sub_iff_add_eq]
      exact eq_comm
    simp [ringShift, Matrix.mulVec, dotProduct, h]
  constructor
  · rw [kinetic, Matrix.neg_mulVec, Matrix.add_mulVec, Pi.neg_apply, Pi.add_apply, h1, h2]
    ring
  · rw [velocity, Matrix.smul_mulVec, Matrix.sub_mulVec, Pi.smul_apply, Pi.sub_apply, h1, h2,
      smul_eq_mul]
```

## Zero overlap and the distance identity

The next lemma is the cyclicity step, for any finite matrices `H` and `V` that commute. `Matrix.trace_mul_cycle` turns $\mathrm{tr}(VXH)$ into $\mathrm{tr}(HVX)$, and the hypothesis `h` makes the two terms cancel.

```lean
/-- If `H` commutes with `V`, the product of `V` with the velocity generated by any dipole matrix
`X` under `H` has trace zero. -/
theorem trace_mul_dipoleVelocity {n : Type*} [Fintype n] (H V X : Matrix n n ℂ)
    (h : H * V = V * H) : (V * dipoleVelocity H X).trace = 0 := by
  rw [dipoleVelocity, Matrix.mul_smul, Matrix.trace_smul, Matrix.mul_sub, Matrix.trace_sub,
    ← Matrix.mul_assoc, ← Matrix.mul_assoc, Matrix.trace_mul_cycle V X H, h, sub_self, smul_zero]
```

The squared norm is then written as a trace, by comparing the double sums entry by entry.

```lean
/-- The squared Frobenius norm of `A` is the trace of `Aᴴ A`. -/
theorem frobSq_eq_trace {n : Type*} [Fintype n] (A : Matrix n n ℂ) :
    (frobSq A : ℂ) = (Aᴴ * A).trace := by
  simp only [frobSq, Matrix.trace, Matrix.diag_apply, Matrix.mul_apply,
    Matrix.conjTranspose_apply, Complex.ofReal_sum]
  rw [Finset.sum_comm]
  refine Finset.sum_congr rfl fun i _ => Finset.sum_congr rfl fun j _ => ?_
  rw [Complex.normSq_eq_conj_mul_self]
  rfl
```

The condition $N\ge3$ is used through the following lemma. An equality $i=i+2$ would make $2$ zero modulo $N$, so $N$ would divide $2$.

```lean
/-- On a ring of at least three sites, two forward steps never lead back to the start. -/
theorem two_steps_ne {N : ℕ} (hN : 3 ≤ N) (i : ZMod N) : i ≠ i + 1 + 1 := by
  intro h
  have h2 : ((2 : ℕ) : ZMod N) = 0 := by
    push_cast
    linear_combination -h
  have := Nat.le_of_dvd (by norm_num) ((CharP.cast_eq_zero_iff (ZMod N) N 2).mp h2)
  omega
```

The distance identity follows the derivation closely. `u1` and `u2` are the two cancellations of forward and backward steps, and `hcomm` deduces that $T$ and $V$ commute. `hV` is Hermiticity. `t1` and `t2` are the vanishing traces of two steps in the same direction, from which `hVV` obtains $\mathrm{tr}\,V^2=2N$. The cross terms vanish by `c1` and its conjugate `c2`. The last lines pass from real to complex numbers and expand the square.

```lean
/-- On a ring of `N ≥ 3` sites, the squared Frobenius distance between the velocity operator and
the velocity generated by any matrix `X` is `2N` plus the squared norm of the latter. -/
theorem ring_distance {N : ℕ} [NeZero N] (hN : 3 ≤ N) (X : Matrix (ZMod N) (ZMod N) ℂ) :
    frobSq (velocity (ringShift N) - dipoleVelocity (kinetic (ringShift N)) X) =
      2 * N + frobSq (dipoleVelocity (kinetic (ringShift N)) X) := by
  -- the shift is unitary, so kinetic and velocity operators commute
  have u1 : ringShift N * (ringShift N)ᵀ = 1 := by
    ext i j
    simp only [ringShift, Matrix.mul_apply, Matrix.one_apply, Matrix.transpose_apply,
      Matrix.of_apply, ite_mul, one_mul, zero_mul, Finset.sum_ite_eq',
      Finset.mem_univ, if_true, add_left_inj]
  have u2 : (ringShift N)ᵀ * ringShift N = 1 := mul_eq_one_comm.mp u1
  have hcomm : kinetic (ringShift N) * velocity (ringShift N) =
      velocity (ringShift N) * kinetic (ringShift N) := by
    have h := u1.trans u2.symm
    rw [kinetic, velocity, Matrix.mul_smul, Matrix.smul_mul]
    congr 1
    linear_combination (norm := noncomm_ring) h + h
  have hV : (velocity (ringShift N))ᴴ = velocity (ringShift N) := by
    ext i j
    simp only [velocity, Matrix.conjTranspose_apply, Matrix.smul_apply, Matrix.sub_apply,
      Matrix.transpose_apply, ringShift, Matrix.of_apply, smul_eq_mul]
    split_ifs <;> simp
  -- two steps never close, which fixes the norm of the velocity operator
  have t1 : (ringShift N * ringShift N).trace = 0 := by
    simp only [Matrix.trace, Matrix.diag_apply, Matrix.mul_apply, ringShift, Matrix.of_apply]
    refine Finset.sum_eq_zero fun i _ => Finset.sum_eq_zero fun k _ => ?_
    by_cases hk : k = i + 1
    · subst hk
      rw [if_neg (two_steps_ne hN i), mul_zero]
    · rw [if_neg hk, zero_mul]
  have t2 : ((ringShift N)ᵀ * (ringShift N)ᵀ).trace = 0 := by
    rw [← Matrix.transpose_mul, Matrix.trace_transpose, t1]
  have hVV : (velocity (ringShift N) * velocity (ringShift N)).trace = 2 * (N : ℂ) := by
    rw [velocity, Matrix.smul_mul, Matrix.mul_smul, smul_smul, Matrix.trace_smul,
      Matrix.sub_mul, Matrix.mul_sub, Matrix.mul_sub, Matrix.trace_sub, Matrix.trace_sub,
      Matrix.trace_sub, u1, u2, t1, t2, Matrix.trace_one, ZMod.card, smul_eq_mul]
    linear_combination (-2 * (N : ℂ)) * Complex.I_mul_I
  -- the cross terms vanish
  have c1 := trace_mul_dipoleVelocity _ _ X hcomm
  have c2 : ((dipoleVelocity (kinetic (ringShift N)) X)ᴴ * velocity (ringShift N)).trace = 0 := by
    have h := congrArg star c1
    rwa [← Matrix.trace_conjTranspose, Matrix.conjTranspose_mul, hV, star_zero] at h
  apply Complex.ofReal_injective
  push_cast
  rw [frobSq_eq_trace, frobSq_eq_trace, Matrix.conjTranspose_sub, hV, Matrix.sub_mul,
    Matrix.mul_sub, Matrix.mul_sub, Matrix.trace_sub, Matrix.trace_sub, Matrix.trace_sub,
    c1, c2, hVV]
  ring
```

Substituting $W=V$ into the identity gives $0=2N+\|V\|^2$, which `linarith` refutes because the norm is nonnegative and $N\ge3$.

```lean
/-- On a ring of at least three sites no matrix `X` satisfies `i (T X - X T) = V`. -/
theorem no_periodic_dipole {N : ℕ} [NeZero N] (hN : 3 ≤ N) (X : Matrix (ZMod N) (ZMod N) ℂ) :
    dipoleVelocity (kinetic (ringShift N)) X ≠ velocity (ringShift N) := by
  intro h
  have hd := ring_distance hN X
  rw [h, sub_self] at hd
  have h0 : frobSq (0 : Matrix (ZMod N) (ZMod N) ℂ) = 0 := by simp [frobSq]
  have h1 : 0 ≤ frobSq (velocity (ringShift N)) :=
    Finset.sum_nonneg fun i _ => Finset.sum_nonneg fun j _ => Complex.normSq_nonneg _
  have h2 : (3 : ℝ) ≤ N := by exact_mod_cast hN
  linarith
```

The theorem concerns one non-interacting electron with one orbital per site and no potential. Within that model, it means that no fixed matrix $X$ has an expectation value whose time derivative equals the expectation value of $V$ in every state. A real-time simulation on a ring can instead evaluate the current directly from the velocity operator. If a field enters through a vector potential, that operator carries the same phase factors as the hopping.

## Position on the chain and potentials on the ring

For the open chain, the proof compares matrix entries. `split_ifs` separates the cases: $j=i+1$ and $i=j+1$ cannot both hold, each alone gives a position difference of one with the appropriate sign, and otherwise both sides vanish. The theorem holds for every `n`; on a chain with at most one site both sides are zero.

```lean
/-- On the open chain the position operator `X = diag(j)` satisfies `i (T X - X T) = V`. -/
theorem open_chain_dipole (n : ℕ) :
    dipoleVelocity (kinetic (chainShift n)) (Matrix.diagonal fun j : Fin n => ((j : ℕ) : ℂ)) =
      velocity (chainShift n) := by
  ext i j
  simp only [dipoleVelocity, kinetic, velocity, chainShift, Matrix.smul_apply, Matrix.sub_apply,
    Matrix.mul_diagonal, Matrix.diagonal_mul, Matrix.neg_apply, Matrix.add_apply,
    Matrix.transpose_apply, Matrix.of_apply, smul_eq_mul]
  -- either `j = i + 1`, or `i = j + 1`, or the entry vanishes
  split_ifs with h1 h2 h2
  · omega
  · rw [h1]
    push_cast
    ring
  · rw [h2]
    push_cast
    ring
  · ring
```

The last theorem allows any complex potential `v` but restricts the dipole to `Matrix.diagonal x`. In the proof, `step` reads off the $(j,j+1)$ entry, using `two_steps_ne` to exclude a backward hop between the same two sites. `hs` states that shifting the summation index leaves the sum of $x$ unchanged, and together they force $N=0$.

```lean
/-- On a ring of at least three sites with any on-site potential `v`, no site-diagonal dipole
`diag(x)` generates the velocity operator. -/
theorem no_local_dipole {N : ℕ} [NeZero N] (hN : 3 ≤ N) (v x : ZMod N → ℂ) :
    dipoleVelocity (kinetic (ringShift N) + Matrix.diagonal v) (Matrix.diagonal x) ≠
      velocity (ringShift N) := by
  intro h
  -- every bond would need a unit step of the dipole
  have step (j : ZMod N) : x (j + 1) = x j + 1 := by
    have h2 := two_steps_ne hN j
    have h1 : j ≠ j + 1 := fun e => h2 (by rw [← e, ← e])
    have e := congrFun (congrFun h j) (j + 1)
    simp only [dipoleVelocity, kinetic, velocity, ringShift, Matrix.smul_apply, Matrix.sub_apply,
      Matrix.mul_diagonal, Matrix.diagonal_mul, Matrix.neg_apply, Matrix.add_apply,
      Matrix.transpose_apply, Matrix.of_apply, smul_eq_mul, Matrix.diagonal_apply_ne v h1,
      if_neg h2, if_true] at e
    apply mul_left_cancel₀ Complex.I_ne_zero
    linear_combination -e
  -- but the steps around the ring add up to zero
  have hs : ∑ j, x (j + 1) = ∑ j, x j := Equiv.sum_comp (Equiv.addRight (1 : ZMod N)) x
  simp only [step, Finset.sum_add_distrib, Finset.sum_const, Finset.card_univ, ZMod.card,
    nsmul_eq_mul, mul_one] at hs
  have hz : (N : ℂ) = 0 := by linear_combination hs
  exact NeZero.ne N (by exact_mod_cast hz)

end

end PeriodicDipole
```

```lean
#print axioms PeriodicDipole.ring_action
#print axioms PeriodicDipole.no_periodic_dipole
#print axioms PeriodicDipole.open_chain_dipole
#print axioms PeriodicDipole.no_local_dipole
```

```
'PeriodicDipole.ring_action' depends on axioms: [propext, Classical.choice, Quot.sound]
'PeriodicDipole.no_periodic_dipole' depends on axioms: [propext, Classical.choice, Quot.sound]
'PeriodicDipole.open_chain_dipole' depends on axioms: [propext, Classical.choice, Quot.sound]
'PeriodicDipole.no_local_dipole' depends on axioms: [propext, Classical.choice, Quot.sound]
```

## Longer hops, and a nonlocal dipole that succeeds

The remarks here rest on the algebra displayed, not on the Lean file. The trace argument uses only that the velocity is Hermitian and commutes with the Hamiltonian. With one orbital per site, translation-invariant matrices on a ring all commute with one another. So for any translation-invariant $H$, with hops of any range, and any Hermitian translation-invariant $V$,

$$\|V-\mathrm i[H,X]\|^2=\|V\|^2+\|\mathrm i[H,X]\|^2.$$

The bound $N\ge3$ cannot be relaxed to $N\ge2$: on two sites the forward and backward neighbours coincide, so $V=0$ and $X=0$ satisfies the equation.

With a potential present, the restriction to diagonal dipoles cannot be relaxed to real symmetric ones. On three sites take

$$v=(0,1,-1),\qquad X=\begin{pmatrix}-2&1&1\\1&-\tfrac12&-\tfrac12\\1&-\tfrac12&-\tfrac12\end{pmatrix}.$$

Here $T=1-J$, where $J$ is the matrix of ones. The rows and columns of $X$ sum to zero, so $JX=XJ=0$ and $T$ commutes with $X$. What remains is $\mathrm i[\mathrm{diag}(v),X]$, with entries $\mathrm i(v_i-v_j)X_{ij}$. Its $(0,1)$, $(1,2)$ and $(2,0)$ entries are all $-\mathrm i$ and the reversed ones $+\mathrm i$, which is exactly $V$. This $X$ connects different sites, so it is not a position operator in the local sense, but it does generate the velocity.
